# The least-squares repair of atomic dipole derivatives that violate the charge sum rule

## Does subtracting the excess make good tensors worse?

Let $Y_i$ be the computed $3\times3$ matrix of dipole derivatives for atom $i$ of a molecule with $N$ atoms and total charge $Q$, and let $D=\sum_i Y_i$. The sum should be $Q$ times the identity $I$. Mine come from finite differences, and $D$ is slightly off. I have been told to replace each $Y_i$ by $Y_i-(D-QI)/N$. That does fix the sum, but so would putting the whole correction on one atom. Is the even split more than a convention? And since it also changes tensors that may have been accurate, could I end up further from the true derivatives than I started?

## The repair is a projection, and it lowers the total squared error

**Definitions.** For real $3\times3$ matrices let $\langle A,B\rangle=\sum_{a,b}A_{ab}B_{ab}$ and $\|A\|^2=\langle A,A\rangle$. Give each atom a tolerance $s_i>0$, with total $S=\sum_j s_j$. A large $s_i$ means that you trust $Y_i$ less; it plays the part of an error variance. The misfit between two sets of tensors is

$$M(Y,Z)=\sum_i\frac{\|Y_i-Z_i\|^2}{s_i}.$$

The defect is $\Delta=D-QI$, and the repaired tensors are

$$\tilde Y_i=Y_i-\frac{s_i}{S}\,\Delta .$$

With all $s_i=1$ we have $S=N$, and this is your formula.

In the misfit, the even split is the unique closest correction when all atoms are trusted equally. The total squared error against the true derivatives cannot grow, provided that the dipole is differentiable and follows a common shift of the atoms in the way described below. A single atom can still get worse. If $Y_1$ is exact and $Y_2$ is off by $E$ in a diatomic, the even split leaves errors $-E/2$ and $E/2$: the total squared error falls from $\|E\|^2$ to $\|E\|^2/2$, but atom 1 has lost accuracy.

### Splitting the misfit into two squares

The shares $s_i/S$ add up to one, so the repaired set obeys the rule:

$$\sum_i\tilde Y_i=D-\Delta=QI .$$

Now take any set $Z$ with $\sum_i Z_i=QI$ and write $A_i=\tilde Y_i-Z_i$. Then $Y_i-Z_i=A_i+(s_i/S)\Delta$, and

$$\frac{\|Y_i-Z_i\|^2}{s_i}=\frac{\|A_i\|^2}{s_i}+\frac{2}{S}\langle A_i,\Delta\rangle+\frac{s_i}{S^2}\|\Delta\|^2 .$$

Sum over $i$. The middle terms give $(2/S)\langle\sum_iA_i,\Delta\rangle$, which is zero because $\sum_iA_i=QI-QI=0$. The last terms give $\|\Delta\|^2/S$. Hence

$$M(Y,Z)=M(\tilde Y,Z)+\frac{\|\Delta\|^2}{S}.$$

For $Z=\tilde Y$ this reads $M(Y,\tilde Y)=\|\Delta\|^2/S$. For any other admissible $Z$, some $A_i$ is nonzero, so $M(\tilde Y,Z)>0$ and $Z$ is strictly further from $Y$. With one atom there is no other admissible set, and the repair simply returns $QI$.

### The true derivatives are an admissible set

Let $\mu(R)$ be the dipole at the atomic positions $R$, and let $(Z_i)_{ab}=\partial\mu_a/\partial R_{ib}$. Suppose that $\mu$ is differentiable at $R$ and that shifting every atom by the same vector $\mathbf a$ changes $\mu$ by $Q\mathbf a$. For a fixed vector $\mathbf e$, move all atoms by $t\mathbf e$:

$$\mu(R+t\mathbf e)=\mu(R)+tQ\mathbf e .$$

The derivative at $t=0$ says that the differential of $\mu$, applied to the displacement $\mathbf e$ of every atom, equals $Q\mathbf e$. Choose $\mathbf e$ as the unit vector in direction $b$. The common displacement is the sum of the single-atom displacements, so by linearity

$$\sum_i(Z_i)_{ab}=Q\,\delta_{ab}.$$

The true tensors therefore obey the rule, and they can be put in for $Z$ above:

$$M(\tilde Y,Z)=M(Y,Z)-\frac{\|\Delta\|^2}{S}.$$

This answers your second question without any assumption on how the errors in $Y$ arose. The gain is known from the computed data alone, although the remaining error is not.

### What the Lean theorems say

Atoms are the elements of a finite type `ι`, and `[Nonempty ι]` says that there is at least one. A `Tensor` is a real matrix indexed by `Fin 3`. The functions `frob`, `misfit`, `defect` and `repaired` are $\langle\cdot,\cdot\rangle$, $M$, $\Delta$ and $\tilde Y$. In `defect` the sum runs over `Y i` only, and $QI$ is subtracted once. The hypothesis `hs` makes every tolerance positive.

- `sum_repaired` gives the restored sum, and `misfit_pythagoras` the splitting of the misfit.
- `repaired_unique_closest` says that the repaired set obeys the rule and that every different set obeying it has a strictly larger misfit to `Y`.
- `equalRepair_unique_closest` says the same for $Y_i-(D-QI)/N$ and the plain sum of squared entries.
- `repair_reduces_error` gives the exact drop in error against `atomicTensor mu R`, the derivative matrices of `mu` at `R`. Rows are dipole components and columns are displacement directions. The sum rule for these matrices is established inside its proof.
- `repair_reduces_error_witness` shows that the dipole of point charges $q_i$ is differentiable and has the required shift behaviour, with $Q=\sum_iq_i$.

The hypothesis `hshift` stands for homogeneous space: the charge distribution moves rigidly with the atoms, and the dipole is taken about a fixed origin. It is assumed here, not derived from a Hamiltonian. A molecule near fixed external charges generally violates it, because its polarisation changes as it moves. The word "true" also needs care: the reference is the derivative of whatever function `mu` is. If `mu` is the dipole of an approximate density functional, the repair brings you closer to that functional's derivatives, and the functional's own error remains.

The drop in error is measured with the same tolerances as the repair. Only the sum rule is imposed; conditions from rotations or molecular symmetry are not.

Such tensors enter harmonic infrared intensities. A smaller total error in the tensors does not guarantee a smaller error in every intensity: each one combines the tensors with the atomic displacements of one mode, and the atom that moves most may be one that lost accuracy. The closest-set theorems ask nothing about the origin of the matrices, so they also apply to the Born effective charges of one unit cell with $Q=0$; the error theorem needs a dipole function of finitely many atomic positions.

```lean
import Mathlib

open Finset

namespace DipoleSumRuleRepair

noncomputable section

variable {ι : Type*} [Fintype ι]

/-- Real 3 × 3 matrices, the type of an atomic dipole derivative. -/
abbrev Tensor := Matrix (Fin 3) (Fin 3) ℝ

/-- The Frobenius inner product of two tensors, the sum of products of their entries. -/
def frob (A B : Tensor) : ℝ := ∑ a, ∑ b, A a b * B a b

/-- The squared distance between two sets of atomic tensors, where atom `i` is weighted by the
inverse of its tolerance `s i`; the tolerances are meant to be positive. -/
def misfit (s : ι → ℝ) (Y Z : ι → Tensor) : ℝ :=
  ∑ i, frob (Y i - Z i) (Y i - Z i) / s i

/-- The amount by which the sum of the atomic tensors differs from `Q` times the identity. -/
def defect (Q : ℝ) (Y : ι → Tensor) : Tensor := ∑ i, Y i - Q • (1 : Tensor)

/-- The repaired tensors: the defect is subtracted in shares proportional to the tolerances,
whose sum is meant to be nonzero. -/
def repaired (s : ι → ℝ) (Q : ℝ) (Y : ι → Tensor) (i : ι) : Tensor :=
  Y i - (s i / ∑ j, s j) • defect Q Y

/-- The repair with equal shares, `Y i - (D - Q I) / N`, for `N ≥ 1` atoms and `D` the sum of
the `Y i`. -/
def equalRepair (Q : ℝ) (Y : ι → Tensor) (i : ι) : Tensor :=
  Y i - (1 / (Fintype.card ι : ℝ)) • (∑ j, Y j - Q • (1 : Tensor))

/-- The derivative matrix of the dipole `mu` with respect to the position of atom `i`, at a
configuration `R` where `mu` is differentiable. -/
def atomicTensor [DecidableEq ι] (mu : (ι → Fin 3 → ℝ) → Fin 3 → ℝ)
    (R : ι → Fin 3 → ℝ) (i : ι) : Tensor :=
  Matrix.of fun a b => fderiv ℝ mu R (Pi.single i (Pi.single b 1)) a

/-- The Frobenius square of a nonzero tensor is positive. -/
theorem frob_self_pos {A : Tensor} (hA : A ≠ 0) : 0 < frob A A := by
  have h : ∃ a b, A a b ≠ 0 := by
    by_contra h
    push Not at h
    exact hA (by ext a b; exact h a b)
  obtain ⟨a, b, hab⟩ := h
  unfold frob
  exact sum_pos' (fun a _ => sum_nonneg fun b _ => mul_self_nonneg _)
    ⟨a, mem_univ a, sum_pos' (fun b _ => mul_self_nonneg _)
      ⟨b, mem_univ b, mul_self_pos.2 hab⟩⟩

/-- For positive tolerances and at least one atom, the repaired tensors sum to `Q` times the
identity. -/
theorem sum_repaired [Nonempty ι] {s : ι → ℝ} (hs : ∀ i, 0 < s i) (Q : ℝ)
    (Y : ι → Tensor) : ∑ i, repaired s Q Y i = Q • (1 : Tensor) := by
  have hS : 0 < ∑ j, s j := sum_pos (fun i _ => hs i) univ_nonempty
  have h1 : ∑ i, s i / ∑ j, s j = 1 := by rw [← sum_div, div_self hS.ne']
  unfold repaired
  rw [sum_sub_distrib, ← sum_smul, h1, one_smul, defect, sub_sub_cancel]

/-- Pythagoras for the repair: for positive tolerances and any set `Z` that sums to `Q` times the
identity, the misfit of `Y` to `Z` is that of the repaired set to `Z` plus the squared defect over
the total tolerance. -/
theorem misfit_pythagoras [Nonempty ι] {s : ι → ℝ} (hs : ∀ i, 0 < s i) (Q : ℝ)
    (Y Z : ι → Tensor) (hZ : ∑ i, Z i = Q • (1 : Tensor)) :
    misfit s Y Z = misfit s (repaired s Q Y) Z
      + frob (defect Q Y) (defect Q Y) / ∑ j, s j := by
  have hS : 0 < ∑ j, s j := sum_pos (fun i _ => hs i) univ_nonempty
  have expand : ∀ (A D : Tensor) (c : ℝ),
      frob (A + c • D) (A + c • D) = frob A A + 2 * c * frob A D + c ^ 2 * frob D D := by
    intro A D c
    simp only [frob, Fin.sum_univ_three, Matrix.add_apply, Matrix.smul_apply, smul_eq_mul]
    ring
  -- the cross terms add up to zero, since both sets obey the sum rule
  have cross : ∑ i, frob (repaired s Q Y i - Z i) (defect Q Y) = 0 := by
    have h0 : ∑ i, (repaired s Q Y i - Z i) = 0 := by
      rw [sum_sub_distrib, sum_repaired hs, hZ, sub_self]
    have hlin : ∑ i, frob (repaired s Q Y i - Z i) (defect Q Y)
        = frob (∑ i, (repaired s Q Y i - Z i)) (defect Q Y) := by
      simp only [frob, Fin.sum_univ_three, Matrix.sum_apply, sum_mul, sum_add_distrib]
    rw [hlin, h0]
    simp [frob]
  -- expand the square atom by atom
  have hi : ∀ i, frob (Y i - Z i) (Y i - Z i) / s i
      = frob (repaired s Q Y i - Z i) (repaired s Q Y i - Z i) / s i
        + 2 / (∑ j, s j) * frob (repaired s Q Y i - Z i) (defect Q Y)
        + frob (defect Q Y) (defect Q Y) / (∑ j, s j) ^ 2 * s i := by
    intro i
    have e : Y i - Z i = (repaired s Q Y i - Z i) + (s i / ∑ j, s j) • defect Q Y := by
      unfold repaired
      abel
    have h : s i * (s i)⁻¹ = 1 := mul_inv_cancel₀ (hs i).ne'
    rw [e, expand]
    linear_combination (2 / (∑ j, s j) * frob (repaired s Q Y i - Z i) (defect Q Y)
      + frob (defect Q Y) (defect Q Y) / (∑ j, s j) ^ 2 * s i) * h
  have hlast : frob (defect Q Y) (defect Q Y) / (∑ j, s j) ^ 2 * ∑ j, s j
      = frob (defect Q Y) (defect Q Y) / ∑ j, s j := by
    field_simp
  unfold misfit
  rw [sum_congr rfl (fun i _ => hi i), sum_add_distrib, sum_add_distrib, ← mul_sum,
    ← mul_sum, cross, hlast, mul_zero, add_zero]

/-- For positive tolerances and at least one atom, the repaired set obeys the sum rule and is
strictly closer to the computed set `Y`, in the misfit weighted by these tolerances, than any other
set that obeys it. -/
theorem repaired_unique_closest [Nonempty ι] {s : ι → ℝ} (hs : ∀ i, 0 < s i) (Q : ℝ)
    (Y : ι → Tensor) :
    ∑ i, repaired s Q Y i = Q • (1 : Tensor) ∧
    ∀ Z : ι → Tensor, ∑ i, Z i = Q • (1 : Tensor) → Z ≠ repaired s Q Y →
      misfit s Y (repaired s Q Y) < misfit s Y Z := by
  refine ⟨sum_repaired hs Q Y, fun Z hZ hne => ?_⟩
  have h1 := misfit_pythagoras hs Q Y Z hZ
  have h2 := misfit_pythagoras hs Q Y (repaired s Q Y) (sum_repaired hs Q Y)
  have h3 : misfit s (repaired s Q Y) (repaired s Q Y) = 0 := by simp [misfit, frob]
  -- a different set differs on some atom, which costs a positive amount
  have h4 : 0 < misfit s (repaired s Q Y) Z := by
    obtain ⟨i, hi⟩ := Function.ne_iff.1 hne
    have hnn : ∀ A : Tensor, 0 ≤ frob A A := fun A =>
      sum_nonneg fun a _ => sum_nonneg fun b _ => mul_self_nonneg _
    exact sum_pos' (fun j _ => div_nonneg (hnn _) (hs j).le)
      ⟨i, mem_univ i, div_pos (frob_self_pos (sub_ne_zero.2 (Ne.symm hi))) (hs i)⟩
  linarith

/-- For `N ≥ 1` atoms, the set `Y i - (D - Q I) / N` sums to `Q I` and is the unique closest such
set to `Y` in the plain sum of squared matrix entries. -/
theorem equalRepair_unique_closest [Nonempty ι] (Q : ℝ) (Y : ι → Tensor) :
    ∑ i, equalRepair Q Y i = Q • (1 : Tensor) ∧
    ∀ Z : ι → Tensor, ∑ i, Z i = Q • (1 : Tensor) → Z ≠ equalRepair Q Y →
      ∑ i, frob (Y i - equalRepair Q Y i) (Y i - equalRepair Q Y i)
        < ∑ i, frob (Y i - Z i) (Y i - Z i) := by
  have h := repaired_unique_closest (s := fun _ : ι => (1 : ℝ)) (fun _ => one_pos) Q Y
  have e : repaired (fun _ : ι => (1 : ℝ)) Q Y = equalRepair Q Y := by
    funext i
    simp [repaired, equalRepair, defect]
  rw [e] at h
  simpa only [misfit, div_one] using h

/-- Let the dipole be differentiable at `R` and change by `Q a` under every common shift `a`. With
positive tolerances, the repair lowers the misfit to the exact derivative matrices (the squared
error with atom `i` weighted by `1 / s i`) by the squared defect over the total tolerance. -/
theorem repair_reduces_error [DecidableEq ι] [Nonempty ι] {s : ι → ℝ} (hs : ∀ i, 0 < s i)
    (Q : ℝ) (mu : (ι → Fin 3 → ℝ) → Fin 3 → ℝ) (R : ι → Fin 3 → ℝ)
    (hd : DifferentiableAt ℝ mu R)
    (hshift : ∀ (X : ι → Fin 3 → ℝ) (a : Fin 3 → ℝ), mu (fun i => X i + a) = mu X + Q • a)
    (Y : ι → Tensor) :
    misfit s (repaired s Q Y) (atomicTensor mu R) = misfit s Y (atomicTensor mu R)
      - frob (defect Q Y) (defect Q Y) / ∑ j, s j := by
  -- differentiate the dipole along a uniform shift
  have key : ∀ e : Fin 3 → ℝ, fderiv ℝ mu R (fun _ => e) = Q • e := by
    intro e
    have h1 : HasDerivAt (fun t : ℝ => mu (R + t • (fun _ : ι => e)))
        (fderiv ℝ mu R (fun _ => e)) 0 := hd.hasFDerivAt.hasLineDerivAt (fun _ => e)
    have h2 : HasDerivAt (fun t : ℝ => mu R + t • (Q • e)) (Q • e) 0 := by
      have h := ((hasDerivAt_id' (0 : ℝ)).smul_const (Q • e)).const_add (mu R)
      rw [one_smul] at h
      exact h
    have hf : (fun t : ℝ => mu (R + t • (fun _ : ι => e)))
        = fun t : ℝ => mu R + t • (Q • e) := by
      funext t
      rw [smul_comm t Q e]
      exact hshift R (t • e)
    rw [hf] at h1
    exact h1.unique h2
  -- hence the exact tensors are admissible in the Pythagoras relation
  have hsum : ∑ i, atomicTensor mu R i = Q • (1 : Tensor) := by
    ext a b
    have hu : ∑ i, (Pi.single i (Pi.single b 1) : ι → Fin 3 → ℝ)
        = fun _ => Pi.single b 1 := univ_sum_single (fun _ : ι => (Pi.single b 1 : Fin 3 → ℝ))
    calc (∑ i, atomicTensor mu R i) a b
        = ∑ i, fderiv ℝ mu R (Pi.single i (Pi.single b 1)) a := by
          simp only [Matrix.sum_apply, atomicTensor, Matrix.of_apply]
      _ = fderiv ℝ mu R (∑ i, Pi.single i (Pi.single b 1)) a := by
          rw [map_sum, Finset.sum_apply]
      _ = (Q • (Pi.single b 1 : Fin 3 → ℝ)) a := by rw [hu, key]
      _ = (Q • (1 : Tensor)) a b := by simp [Matrix.one_apply, Pi.single_apply]
  linarith [misfit_pythagoras hs Q Y (atomicTensor mu R) hsum]

/-- The dipole of point charges `q i` is differentiable and changes by the total charge times `a`
under every common shift `a`. -/
theorem repair_reduces_error_witness (q : ι → ℝ) :
    Differentiable ℝ (fun R : ι → Fin 3 → ℝ => ∑ i, q i • R i) ∧
    ∀ (X : ι → Fin 3 → ℝ) (a : Fin 3 → ℝ),
      ∑ i, q i • (X i + a) = ∑ i, q i • X i + (∑ i, q i) • a := by
  refine ⟨by fun_prop, fun X a => ?_⟩
  simp only [smul_add, sum_add_distrib, sum_smul]

end

end DipoleSumRuleRepair
```

```lean
#print axioms DipoleSumRuleRepair.sum_repaired
#print axioms DipoleSumRuleRepair.equalRepair_unique_closest
#print axioms DipoleSumRuleRepair.repair_reduces_error
```

```
'DipoleSumRuleRepair.sum_repaired' depends on axioms: [propext, Classical.choice, Quot.sound]
'DipoleSumRuleRepair.equalRepair_unique_closest' depends on axioms: [propext, Classical.choice, Quot.sound]
'DipoleSumRuleRepair.repair_reduces_error' depends on axioms: [propext, Classical.choice, Quot.sound]
```

### From the algebra to the Lean proofs

`frob_self_pos` finds a nonzero entry of a nonzero matrix; its square is positive and the other squares are nonnegative. This supplies the strict inequality later on. In `sum_repaired`, `h1` states that the shares add up to one, and the rewriting then leaves $D-\Delta=QI$.

`misfit_pythagoras` has the same three parts as the derivation. The step `expand` is the square of $A+c\Delta$, proved by writing out the nine entries and calling `ring`. The step `cross` moves the sum over atoms inside the inner product, where the differences add up to zero. The step `hi` is the identity for one atom; `linear_combination` closes it with $s_i s_i^{-1}=1$, which is where a nonzero tolerance is used. Summing `hi` over the atoms, with `cross` for the middle term and `hlast` for the last, gives the result.

`repaired_unique_closest` applies this relation twice, to `Z` and to the repaired set itself. The misfit of the repaired set to itself is zero (`h3`), and its misfit to a different `Z` is positive (`h4`), since the two sets differ on some atom. `linarith` combines the four facts. `equalRepair_unique_closest` is the case in which every tolerance is one.

In `repair_reduces_error`, `key` differentiates $t\mapsto\mu(R+t\mathbf e)$ in two ways: `h1` uses the differential of `mu`, and `h2` uses the straight line $\mu(R)+tQ\mathbf e$. By `hf` the two functions are equal, and a derivative is unique, so the two values agree. The `calc` block in `hsum` then follows the entry $(a,b)$ of the summed tensors: linearity collects the single-atom displacements into a common shift, and `key` evaluates it. The last line puts the exact tensors into `misfit_pythagoras` and rearranges. For the point charges, `fun_prop` proves differentiability, and distributing the sum gives the shift.
